# Chadi–Cohen composition of wave vectors under a finite orthogonal point group

The point group is modelled as a finite group $G$ of real orthogonal matrices, and the same matrices act on wave vectors and on positions. Both kinds of vector are therefore written in Cartesian coordinates; in fractional coordinates the matrices of a point group need not be orthogonal. The coordinates are indexed by a finite type `n`, so the dimension is arbitrary.

```lean
import Mathlib

open Matrix

namespace ChadiCohen

noncomputable section

variable {n : Type*} [Fintype n] [DecidableEq n]
```

Mathlib's unitary group over ℝ is the orthogonal group. `G` is a subgroup of it, and `op g` is the matrix of the operation $g$.

```lean
/-- The matrix of a point-group operation; unitary matrices with real entries are the
orthogonal ones. -/
def op {G : Subgroup (Matrix.unitaryGroup n ℝ)} (g : G) : Matrix n n ℝ := g.1.1
```

The plane wave with wave vector $k$ at position $x$ is $e^{ik\cdot x}$, with any factor $2\pi$ contained in $k$.

```lean
/-- The plane wave `exp(i k·x)`. -/
def phase (k x : n → ℝ) : ℂ := Complex.exp (((k ⬝ᵥ x : ℝ) : ℂ) * Complex.I)
```

For a vector $R$, the symmetrized plane wave is $A_R(k)=\sum_{h\in G}e^{ik\cdot hR}$, written `shellSum G R k`. The sum runs over operations, not over distinct sites: a site $hR$ reached by several operations is counted once for each. The sites $hR$ are called the shell of $R$; vectors of equal length that no operation of $G$ connects belong to different shells. No lattice enters the definition, and $R$ may be any real vector.

```lean
/-- The symmetrized plane wave `A_R(k)`, the sum of `exp(i k·hR)` over the operations `h` of
the finite point group `G`. -/
def shellSum (G : Subgroup (Matrix.unitaryGroup n ℝ)) [Fintype G] (R k : n → ℝ) : ℂ :=
  ∑ h : G, phase k (op h *ᵥ R)
```

## (a) Adding two wave vectors

Show that for wave vectors $k,q$ and a position $x$
$$e^{i(k+q)\cdot x}=e^{ik\cdot x}\,e^{iq\cdot x}.$$

**Solution.** The dot product is linear, so the exponent is $ik\cdot x+iq\cdot x$, and the exponential of a sum is the product of the exponentials. The rewrites in the proof are these two facts.

```lean
omit [DecidableEq n] in
/-- The plane wave of a sum of two wave vectors is the product of the two plane waves. -/
theorem phase_add (k q x : n → ℝ) : phase (k + q) x = phase k x * phase q x := by
  unfold phase
  rw [add_dotProduct, Complex.ofReal_add, add_mul, Complex.exp_add]
```

## (b) Adding finitely many wave vectors

Show that for a finite family $k_j$
$$e^{i(\sum_j k_j)\cdot x}=\prod_j e^{ik_j\cdot x}.$$

**Solution.** Use induction on the number of vectors. With none, both sides are 1. Adding one more vector multiplies both sides by its plane wave, by (a).

```lean
omit [DecidableEq n] in
/-- The plane wave of a finite sum of wave vectors is the product of their plane waves. -/
theorem phase_sum {ι : Type*} (s : Finset ι) (k : ι → n → ℝ) (x : n → ℝ) :
    phase (∑ j ∈ s, k j) x = ∏ j ∈ s, phase (k j) x := by
  classical
  induction s using Finset.induction_on with
  | empty => simp [phase]
  | insert a s ha ih => rw [Finset.sum_insert ha, Finset.prod_insert ha, phase_add, ih]
```

## (c) Moving a rotation from the wave vector to the position

Show that for $g\in G$
$$e^{i(gk)\cdot x}=e^{ik\cdot g^{-1}x}.$$

**Solution.** For any real matrix, $(gk)\cdot x=k\cdot g^{T}x$. Orthogonality gives $g^{T}=g^{-1}$. This is the only step that uses orthogonality, and it appears in the code as `hinv`.

```lean
variable {G : Subgroup (Matrix.unitaryGroup n ℝ)}

/-- Rotating the wave vector by `g` is the same as rotating the position by the inverse
of `g`. -/
theorem phase_rotate (g : G) (k x : n → ℝ) :
    phase (op g *ᵥ k) x = phase k (op g⁻¹ *ᵥ x) := by
  -- the inverse of an orthogonal matrix is its transpose
  have hinv : op g⁻¹ = (op g)ᵀ := by
    ext i j
    exact star_trivial (op g j i)
  unfold phase
  rw [hinv, Matrix.dotProduct_mulVec, Matrix.vecMul_transpose]
```

## (d) Summing over rotated wave vectors at one site

Show that for every $h\in G$
$$\sum_{g\in G}e^{i(gk)\cdot hR}=A_R(k).$$

**Solution.** By (c) the left side is $\sum_g e^{ik\cdot g^{-1}hR}$. As $g$ runs through the group, $g^{-1}h$ takes each group element exactly once, so the sum is $A_R(k)$ whatever $h$ is. `Fintype.sum_equiv` performs this relabelling.

```lean
variable [Fintype G]

/-- Summing the plane wave of `g k` at any site `hR` of the shell over all operations `g` gives
`A_R(k)`. -/
theorem star_sum (R k : n → ℝ) (h : G) :
    ∑ g : G, phase (op g *ᵥ k) (op h *ᵥ R) = shellSum G R k := by
  -- the group is relabelled by g ↦ g⁻¹ h
  refine Fintype.sum_equiv ((Equiv.inv G).trans (Equiv.mulRight h)) _ _ fun g => ?_
  rw [phase_rotate, Matrix.mulVec_mulVec]
  rfl
```

## (e) Composing two points

Show that for all $k_1,k_2$
$$\sum_{g\in G}A_R(k_1+gk_2)=A_R(k_1)\,A_R(k_2).$$

**Solution.** Split the plane waves by (a), exchange the sums and apply (d):
$$\sum_g\sum_h e^{ik_1\cdot hR}e^{i(gk_2)\cdot hR}
=\sum_h e^{ik_1\cdot hR}\sum_g e^{i(gk_2)\cdot hR}
=\sum_h e^{ik_1\cdot hR}A_R(k_2).$$
The last factor does not depend on $h$, and the remaining sum is $A_R(k_1)$. The `calc` block follows the same line.

With the normalised function $a_R=A_R/|G|$, the average of $a_R(k_1+gk_2)$ over $g$ is $a_R(k_1)a_R(k_2)$.

```lean
/-- Chadi-Cohen composition: the sum of `A_R(k₁ + g k₂)` over the point group equals
`A_R(k₁) A_R(k₂)`. -/
theorem chadi_cohen (R k₁ k₂ : n → ℝ) :
    ∑ g : G, shellSum G R (k₁ + op g *ᵥ k₂) = shellSum G R k₁ * shellSum G R k₂ := by
  calc ∑ g : G, shellSum G R (k₁ + op g *ᵥ k₂)
      = ∑ g : G, ∑ h : G, phase k₁ (op h *ᵥ R) * phase (op g *ᵥ k₂) (op h *ᵥ R) := by
        simp only [shellSum, phase_add]
    _ = ∑ h : G, phase k₁ (op h *ᵥ R) * shellSum G R k₂ := by
        rw [Finset.sum_comm]
        refine Finset.sum_congr rfl fun h _ => ?_
        rw [← Finset.mul_sum, star_sum]
    _ = shellSum G R k₁ * shellSum G R k₂ := by
        rw [← Finset.sum_mul]
        rfl
```

## (f) Composing any finite number of points

Let $k_0$ be a starting point and $k_j$ a finite family of further points, with an operation $g_j$ chosen independently for each $j$. Show that
$$\sum_{(g_j)}A_R\Big(k_0+\sum_j g_jk_j\Big)=A_R(k_0)\prod_j A_R(k_j).$$

**Solution.** By (a) and (b), the term belonging to $h$ is $e^{ik_0\cdot hR}\prod_j e^{i(g_jk_j)\cdot hR}$. Because the choices are independent, the sum of products factorizes:
$$\sum_{(g_j)}\prod_j e^{i(g_jk_j)\cdot hR}=\prod_j\sum_{g\in G}e^{i(gk_j)\cdot hR}=\prod_jA_R(k_j),$$
using (d) at the end. Summing over $h$ supplies $A_R(k_0)$.

In Lean a choice of operations is a function `g : ι → G`, and `hfac` is the factorization. A product of complex numbers vanishes only if a factor does, so the composite sum for $R$ is zero exactly when $A_R$ vanishes at one of the generating points.

```lean
/-- Composition of any finite number of points: summing `A_R(k₀ + ∑ g_j k_j)` over all
independent choices of the operations `g_j` gives `A_R(k₀)` times the product of the
`A_R(k_j)`. -/
theorem chadi_cohen_many {ι : Type*} [Fintype ι] [DecidableEq ι]
    (R k₀ : n → ℝ) (k : ι → n → ℝ) :
    ∑ g : ι → G, shellSum G R (k₀ + ∑ j, op (g j) *ᵥ k j)
      = shellSum G R k₀ * ∏ j, shellSum G R (k j) := by
  calc ∑ g : ι → G, shellSum G R (k₀ + ∑ j, op (g j) *ᵥ k j)
      = ∑ g : ι → G, ∑ h : G,
          phase k₀ (op h *ᵥ R) * ∏ j, phase (op (g j) *ᵥ k j) (op h *ᵥ R) := by
        simp only [shellSum, phase_add, phase_sum]
    _ = ∑ h : G, phase k₀ (op h *ᵥ R) * ∏ j, shellSum G R (k j) := by
        rw [Finset.sum_comm]
        refine Finset.sum_congr rfl fun h _ => ?_
        -- the sum over independent rotations factorizes
        have hfac : ∑ g : ι → G, ∏ j, phase (op (g j) *ᵥ k j) (op h *ᵥ R)
            = ∏ j, ∑ x : G, phase (op x *ᵥ k j) (op h *ᵥ R) := by
          rw [Finset.prod_univ_sum, Fintype.piFinset_univ]
        rw [← Finset.mul_sum, hfac]
        simp only [star_sum]
    _ = shellSum G R k₀ * ∏ j, shellSum G R (k j) := by
        rw [← Finset.sum_mul]
        rfl
```

## (g) Averaging a function with finitely many shells

Let $f(q)=f_0+\sum_{m\in s}c_mA_{R_m}(q)$ with $s$ finite, and suppose that each $A_{R_m}$ vanishes at $k_0$ or at some $k_j$. With $N$ the number of choices $(g_j)$, show that
$$\frac1N\sum_{(g_j)}f\Big(k_0+\sum_jg_jk_j\Big)=f_0.$$

**Solution.** The constant contributes $Nf_0$. Shell $m$ contributes $c_mA_{R_m}(k_0)\prod_jA_{R_m}(k_j)$ by (f), which contains a zero factor. Dividing by $N$ leaves $f_0$. In the code, `hz` removes the shells and `hcard` records that $N\neq0$.

If the $R_m$ are nonzero vectors of a lattice that $G$ preserves, $f_0$ is the Brillouin-zone average of $f$. A tight-binding band built from one orbital per primitive cell has this form if the orbitals are orthonormal, the hopping range is finite and the band has the symmetry of $G$. A point set whose generators satisfy the hypothesis on the zeros then gives its mean energy without sampling error. The finite expansion and the zeros are hypotheses: the theorem neither bounds the error from further shells nor selects generators for a given crystal. Coinciding points are kept as repeated terms, not merged into weights.

```lean
/-- If every shell in a finite expansion `f = f₀ + ∑ c_m A_m` vanishes at one of the generating
points, then the average of `f (k₀ + ∑ g_j k_j)` over all independent choices of the operations
`g_j` is `f₀`. -/
theorem special_point_average {ι σ : Type*} [Fintype ι] [DecidableEq ι]
    (s : Finset σ) (R : σ → n → ℝ) (c : σ → ℂ) (f₀ : ℂ) (f : (n → ℝ) → ℂ)
    (hf : ∀ q, f q = f₀ + ∑ m ∈ s, c m * shellSum G (R m) q)
    (k₀ : n → ℝ) (k : ι → n → ℝ)
    (hk : ∀ m ∈ s, shellSum G (R m) k₀ = 0 ∨ ∃ j, shellSum G (R m) (k j) = 0) :
    (∑ g : ι → G, f (k₀ + ∑ j, op (g j) *ᵥ k j)) / (Fintype.card (ι → G) : ℂ) = f₀ := by
  -- each shell drops out of the composite sum
  have hz : ∑ g : ι → G, ∑ m ∈ s,
      c m * shellSum G (R m) (k₀ + ∑ j, op (g j) *ᵥ k j) = 0 := by
    rw [Finset.sum_comm]
    refine Finset.sum_eq_zero fun m hm => ?_
    rw [← Finset.mul_sum, chadi_cohen_many]
    rcases hk m hm with h | ⟨j, h⟩
    · rw [h, zero_mul, mul_zero]
    · rw [Finset.prod_eq_zero (Finset.mem_univ j) h, mul_zero, mul_zero]
  have hcard : (Fintype.card (ι → G) : ℂ) ≠ 0 := Nat.cast_ne_zero.2 Fintype.card_ne_zero
  simp only [hf]
  rw [Finset.sum_add_distrib, hz, add_zero, Finset.sum_const, Finset.card_univ,
    nsmul_eq_mul, mul_div_cancel_left₀ f₀ hcard]
```

## (h) Cosines from inversion

Let $s$ now denote an element of $G$ whose matrix is $-1$. Show that
$$A_R(k)=\sum_{h\in G}\cos(k\cdot hR).$$

**Solution.** Replacing $h$ by $hs$ only reorders the group, so $A_R(k)=\sum_he^{-ik\cdot hR}$ (`h1`). Adding the original sum gives $2A_R(k)=\sum_h2\cos(k\cdot hR)$ (`h2`). Halve both sides.

```lean
/-- If the point group contains the inversion, `A_R(k)` is the sum of `cos(k·hR)` over the
group. -/
theorem shellSum_eq_sum_cos (s : G) (hs : op s = -1) (R k : n → ℝ) :
    shellSum G R k = ∑ h : G, ((Real.cos (k ⬝ᵥ (op h *ᵥ R)) : ℝ) : ℂ) := by
  have h1 : ∑ h : G, phase k (-(op h *ᵥ R)) = shellSum G R k := by
    refine Fintype.sum_equiv (Equiv.mulRight s) _ _ fun h => ?_
    have hop : op (h * s) = -op h := by
      change op h * op s = -op h
      rw [hs, mul_neg, mul_one]
    change _ = phase k (op (h * s) *ᵥ R)
    rw [hop, Matrix.neg_mulVec]
  -- pair each site with its inversion image
  have h2 : shellSum G R k + ∑ h : G, phase k (-(op h *ᵥ R))
      = 2 * ∑ h : G, ((Real.cos (k ⬝ᵥ (op h *ᵥ R)) : ℝ) : ℂ) := by
    unfold shellSum
    rw [← Finset.sum_add_distrib, Finset.mul_sum]
    refine Finset.sum_congr rfl fun h _ => ?_
    unfold phase
    rw [dotProduct_neg, Complex.ofReal_neg, Complex.ofReal_cos, Complex.two_cos]
  linear_combination (h2 - h1) / 2
```

## (i) Two generating points for the chain

The group for this example consists of the identity and the inversion.

```lean
/-- The point group consisting of the identity and the inversion. -/
def inversionGroup (n : Type*) [Fintype n] [DecidableEq n] :
    Subgroup (Matrix.unitaryGroup n ℝ) where
  carrier := {u | u.1 = 1 ∨ u.1 = -1}
  mul_mem' := by
    rintro a b (ha | ha) (hb | hb) <;> change a.1 * b.1 = 1 ∨ a.1 * b.1 = -1 <;>
      rw [ha, hb] <;> simp
  one_mem' := Or.inl rfl
  inv_mem' := by
    rintro a (ha | ha) <;> change star a.1 = 1 ∨ star a.1 = -1 <;> rw [ha] <;> simp

/-- The group of identity and inversion is finite. -/
instance : Fintype (inversionGroup n) :=
  have : Finite (inversionGroup n) := Finite.of_injective
    (fun u : inversionGroup n => (⟨op u, u.2⟩ : ({1, -1} : Set (Matrix n n ℝ))))
    (by
      intro a b h
      have h' := congrArg
        (fun x : ({1, -1} : Set (Matrix n n ℝ)) => (x : Matrix n n ℝ)) h
      exact Subtype.ext (Subtype.ext h'))
  Fintype.ofFinite _
```

Take one dimension, unit lattice constant and an integer distance $m$ not divisible by 4. Show that
$$A_m(\pi/2)=0\quad\text{or}\quad A_m(\pi/4)=0.$$

**Solution.** By (h), $A_m(k)=2\cos(km)$. If $m=2j+1$, then $\cos(\pi m/2)=\cos((2j+1)\pi/2)=0$. Otherwise $m=4j+2$, and $\cos(\pi m/4)=\cos((2j+1)\pi/2)=0$. In Lean, `key` turns a zero of the cosine into a zero of the shell, and `hcases` separates the two forms of $m$.

These zeros are what (g) requires. Taking $k_0=\pi/2$ and $k_1=\pi/4$ gives the composite points $\pi/2\pm\pi/4$, that is, $\pi/4$ and $3\pi/4$.

```lean
/-- For the chain with inversion and unit lattice constant, every shell at an integer distance
`m` not divisible by 4 vanishes at `k = π/2` or at `k = π/4`. -/
theorem chain_special_points_witness (m : ℤ) (hm : ¬ (4 : ℤ) ∣ m) :
    shellSum (inversionGroup (Fin 1)) (fun _ => (m : ℝ)) (fun _ => Real.pi / 2) = 0 ∨
    shellSum (inversionGroup (Fin 1)) (fun _ => (m : ℝ)) (fun _ => Real.pi / 4) = 0 := by
  -- a zero of the cosine is a zero of the whole shell
  have key : ∀ q : ℝ, Real.cos (q * m) = 0 →
      shellSum (inversionGroup (Fin 1)) (fun _ => (m : ℝ)) (fun _ => q) = 0 := by
    intro q hq
    rw [shellSum_eq_sum_cos
      (⟨⟨-1, by simp [Matrix.mem_unitaryGroup_iff]⟩, Or.inr rfl⟩ : inversionGroup (Fin 1)) rfl]
    refine Finset.sum_eq_zero fun h _ => ?_
    have hop : op h = 1 ∨ op h = -1 := h.2
    rcases hop with hh | hh
    · rw [hh, Matrix.one_mulVec]
      simp only [dotProduct, Fin.sum_univ_one, hq, Complex.ofReal_zero]
    · rw [hh, Matrix.neg_mulVec, Matrix.one_mulVec, dotProduct_neg, Real.cos_neg]
      simp only [dotProduct, Fin.sum_univ_one, hq, Complex.ofReal_zero]
  have hcases : (∃ j : ℤ, m = 2 * j + 1) ∨ ∃ j : ℤ, m = 4 * j + 2 := by
    by_cases h : m % 2 = 1
    · exact Or.inl ⟨m / 2, by omega⟩
    · exact Or.inr ⟨m / 4, by omega⟩
  rcases hcases with ⟨j, hj⟩ | ⟨j, hj⟩
  · refine Or.inl (key _ (Real.cos_eq_zero_iff.2 ⟨j, ?_⟩))
    rw [hj]
    push_cast
    ring
  · refine Or.inr (key _ (Real.cos_eq_zero_iff.2 ⟨j, ?_⟩))
    rw [hj]
    push_cast
    ring

end

end ChadiCohen
```

```lean
#print axioms ChadiCohen.chadi_cohen
-- 'ChadiCohen.chadi_cohen' depends on axioms: [propext, Classical.choice, Quot.sound]
#print axioms ChadiCohen.special_point_average
-- 'ChadiCohen.special_point_average' depends on axioms: [propext, Classical.choice, Quot.sound]
```
